# Block factorization of translation-invariant, positive semidefinite two-body integrals on a ring

Consider electrons on a ring of $N\ge 1$ sites with one orbital $\varphi_a$ per site, the orbitals being orthonormal and translates of one another. Their interaction $u(r,r')$ enters a calculation through the integrals

$$V(a,b,c,d)=\iint \varphi_a^*(r)\,\varphi_b(r)\,u(r,r')\,\varphi_c(r')\,\varphi_d^*(r')\,dr\,dr'.$$

In the second pair the conjugated orbital is the last one, so this is $(ab|dc)$ in chemists' notation. With that order, $V$ is a matrix with row $(a,b)$ and column $(c,d)$. Sites and momenta are integers modulo $N$; the label $k$ stands for the wave number $2\pi k/N$ per lattice spacing. The integrals in momentum space are

$$W(k_1,k_2;k_3,k_4)=\sum_{a,b,c,d}e^{2\pi i(-k_1a+k_2b+k_3c-k_4d)/N}\,V(a,b,c,d).$$

This sum is unnormalised: the integrals over the normalised Bloch orbitals $N^{-1/2}\sum_a e^{2\pi i ka/N}\varphi_a$ are $W/N^2$.

Two conditions are placed on $V$. Translation invariance says that moving all four sites by the same $t$ leaves $V$ unchanged. Positive semidefiniteness says that $V$ is Hermitian and $x^\dagger Vx\ge 0$ for every vector $x$ of pair amplitudes. Physically, no charge distribution built from orbital pairs has a negative interaction energy with itself, as is the case for Coulomb repulsion.

Under these conditions $W$ vanishes unless $k_2-k_1=k_4-k_3$. The common value $Q$ is the momentum passed from one electron to the other, defined modulo $N$. For each $Q$ there is an $N\times N$ matrix $L_Q$ with

$$W(k_1,k_2;k_3,k_4)=(L_QL_Q^\dagger)(k_1,k_3).$$

In auxiliary-field Monte Carlo the columns of such a factor supply the one-body operators to which the fields couple. For this ring with one orbital per site, the factors $L_Q$ hold $N^3$ numbers in total, against $N^4$ for a square factor of the whole pair matrix.

## Momentum conservation and the square root of each block

Replace every summation site by itself plus $t$. The integrals do not change, and the phase acquires a factor that depends only on the mismatch $\Delta=(k_2-k_1)-(k_4-k_3)$:

$$W(k_1,k_2;k_3,k_4)=e^{2\pi i t\Delta/N}\,W(k_1,k_2;k_3,k_4).$$

Sum this over the $N$ values of $t$. If $\Delta\neq 0$ modulo $N$, then $\omega=e^{2\pi i\Delta/N}$ differs from 1, and

$$N\,W=\Big(\sum_{t=0}^{N-1}\omega^t\Big)W=\frac{\omega^N-1}{\omega-1}\,W=0 .$$

Only entries with $\Delta=0$ survive. They form the blocks

$$B_Q(k,k')=W(k,k+Q;k',k'+Q).$$

To see that a block is positive semidefinite, let $F$ be the matrix of pair plane waves, $F_{(a,b),(k_1,k_2)}=e^{2\pi i(k_1a-k_2b)/N}$, so that $W=F^\dagger VF$. Given amplitudes $z_k$, let $w$ have the entry $z_k$ at the pair $(k,k+Q)$ and zero at all other pairs. Then

$$z^\dagger B_Qz=w^\dagger Ww=(Fw)^\dagger V(Fw)\ge 0,$$

and $B_Q$ is Hermitian because $W$ is. Diagonalise it as $B_Q=U\,\mathrm{diag}(\lambda_i)\,U^\dagger$ with $\lambda_i\ge 0$, and set $L_Q=U\,\mathrm{diag}(\sqrt{\lambda_i})$. Then

$$L_QL_Q^\dagger=U\,\mathrm{diag}(\lambda_i)\,U^\dagger=B_Q .$$

This $L_Q$ is in general not triangular, unlike the factor that a Cholesky decomposition without pivoting produces.

For a density-density interaction the blocks can be written down directly. Let $V(a,b,c,d)=v(a-c)$ when $a=b$ and $c=d$, and zero otherwise. The exponent for the block entry $(k,k')$ is then

$$-ka+(k+Q)a+k'c-(k'+Q)c=Q(a-c),$$

in which $k$ and $k'$ have disappeared. With $r=a-c$, the sum over $c$ at fixed $r$ gives a factor $N$:

$$B_Q(k,k')=N\sum_r e^{2\pi iQr/N}\,v(r).$$

All entries of the block are equal, so its rank is at most one. For normalised Bloch orbitals the prefactor $N$ becomes $1/N$.

## Lattice, phases and pair matrices in Lean

Sites and momenta have the type `ZMod N`, whose arithmetic is modulo $N$. The assumption `NeZero N` keeps the ring finite and non-empty.

```lean
import Mathlib

open Matrix
open scoped ComplexOrder

namespace MomentumCholesky

noncomputable section

variable {N : ℕ} [NeZero N]
```

The function `phase` sends $j$ to $e^{2\pi ij/N}$. It is defined through Mathlib's standard additive character of `ZMod N`.

```lean
/-- The lattice phase `exp(2πi j/N)` for `j` in `ZMod N`, with `N` nonzero. -/
def phase (j : ZMod N) : ℂ := ZMod.stdAddChar j
```

Translation invariance is a condition on a complex matrix indexed by pairs of sites.

```lean
/-- Translation invariance of the integrals `V(a,b,c,d)`: shifting all four sites by the same
lattice vector changes nothing. -/
def TranslationInvariant (V : Matrix (ZMod N × ZMod N) (ZMod N × ZMod N) ℂ) : Prop :=
  ∀ t a b c d, V (a + t, b + t) (c + t, d + t) = V (a, b) (c, d)
```

The orbitals and the kernel $u$ do not appear in Lean: `V` is any complex matrix of this type. Identifying it with the integrals of an actual system is the step that the reader supplies, and it includes checking the two conditions.

The matrix `planePair N` is $F$, and `momentumPair V` is $W=F^\dagger VF$, with `ᴴ` for the conjugate transpose. Neither carries a normalisation factor.

```lean
variable (N) in
/-- The pair plane waves `exp(2πi (k₁ a - k₂ b)/N)`, with rows `(a,b)` and columns `(k₁,k₂)`. -/
def planePair : Matrix (ZMod N × ZMod N) (ZMod N × ZMod N) ℂ :=
  Matrix.of fun x k => phase (k.1 * x.1 - k.2 * x.2)

/-- The pair matrix of the integrals in momentum space. -/
def momentumPair (V : Matrix (ZMod N × ZMod N) (ZMod N × ZMod N) ℂ) :
    Matrix (ZMod N × ZMod N) (ZMod N × ZMod N) ℂ :=
  (planePair N)ᴴ * V * planePair N
```

## Phase arithmetic and the lattice sum

The first theorem confirms that `phase` is the familiar exponential when its argument comes from an integer.

```lean
/-- On integers the lattice phase is the usual complex exponential. -/
theorem phase_intCast (j : ℤ) :
    phase (j : ZMod N) = Complex.exp (2 * Real.pi * Complex.I * j / N) :=
  ZMod.stdAddChar_coe j
```

Two rules follow: phases multiply when their arguments add, and conjugation changes the sign of the argument.

```lean
/-- Lattice phases multiply when their arguments add. -/
lemma phase_add (i j : ZMod N) : phase (i + j) = phase i * phase j :=
  AddChar.map_add_eq_mul _ i j

/-- Complex conjugation reverses the argument of a lattice phase. -/
lemma phase_star (j : ZMod N) : star (phase j) = phase (-j) :=
  (AddChar.map_neg_eq_conj _ j).symm
```

The next lemma is the geometric sum from the derivation. Mathlib has it for primitive characters, those for which a non-zero multiplier $b$ never makes all the phases equal to 1.

```lean
/-- The phases `exp(2πi k b/N)` summed over all `k` give `N` for `b = 0` and zero otherwise. -/
lemma phase_sum (b : ZMod N) : ∑ k : ZMod N, phase (k * b) = if b = 0 then (N : ℂ) else 0 := by
  simpa [phase, ZMod.card] using AddChar.sum_mulShift b (ZMod.isPrimitive_stdAddChar N)
```

The matrix product $F^\dagger VF$ is now shown to equal the fourfold sum that defined $W$. In the statement `x` is the pair $(a,b)$ and `y` is the pair $(c,d)$. The proof expands the products, exchanges the order of summation, and merges the conjugated phase of the row with the phase of the column.

```lean
/-- The momentum-space integrals are the lattice sums of `V(a,b,c,d)` with phases
`exp(2πi (-k₁ a + k₂ b + k₃ c - k₄ d)/N)`. -/
theorem momentumPair_apply (V : Matrix (ZMod N × ZMod N) (ZMod N × ZMod N) ℂ)
    (k₁ k₂ k₃ k₄ : ZMod N) :
    momentumPair V (k₁, k₂) (k₃, k₄) = ∑ x : ZMod N × ZMod N, ∑ y : ZMod N × ZMod N,
      phase (-(k₁ * x.1) + k₂ * x.2 + k₃ * y.1 - k₄ * y.2) * V x y := by
  simp only [momentumPair, Matrix.mul_apply, Finset.sum_mul]
  rw [Finset.sum_comm]
  refine Finset.sum_congr rfl fun x _ => Finset.sum_congr rfl fun y _ => ?_
  have h : phase (-(k₁ * x.1) + k₂ * x.2 + k₃ * y.1 - k₄ * y.2)
      = phase (-(k₁ * x.1 - k₂ * x.2)) * phase (k₃ * y.1 - k₄ * y.2) := by
    rw [← phase_add]; congr 1; ring
  simp only [planePair, Matrix.conjTranspose_apply, Matrix.of_apply, phase_star]
  rw [h]; ring
```

## The effect of a translation

This theorem is the identity $W=e^{2\pi it\Delta/N}W$. It needs translation invariance only. `Equiv.sum_comp` with `Equiv.addRight` carries out the substitution, first for $(a,b)$ and then for $(c,d)$. The hypothesis `hT` removes the shift from `V`, and `ring` checks that the exponents agree.

```lean
/-- For translation-invariant `V` and any shift `t`, a momentum-space integral equals itself
times the phase that `t` gives to the mismatch `(k₂ - k₁) - (k₄ - k₃)`. -/
theorem momentumPair_translate {V : Matrix (ZMod N × ZMod N) (ZMod N × ZMod N) ℂ}
    (hT : TranslationInvariant V) (t k₁ k₂ k₃ k₄ : ZMod N) :
    momentumPair V (k₁, k₂) (k₃, k₄)
      = phase (t * ((k₂ - k₁) - (k₄ - k₃))) * momentumPair V (k₁, k₂) (k₃, k₄) := by
  rw [momentumPair_apply, Finset.mul_sum]
  -- shift both pairs of summation sites by t
  refine (Equiv.sum_comp (Equiv.addRight ((t, t) : ZMod N × ZMod N)) _).symm.trans ?_
  refine Finset.sum_congr rfl fun x _ => ?_
  rw [Finset.mul_sum]
  refine (Equiv.sum_comp (Equiv.addRight ((t, t) : ZMod N × ZMod N)) _).symm.trans ?_
  refine Finset.sum_congr rfl fun y _ => ?_
  obtain ⟨a, b⟩ := x
  obtain ⟨c, d⟩ := y
  change phase (-(k₁ * (a + t)) + k₂ * (b + t) + k₃ * (c + t) - k₄ * (d + t))
    * V (a + t, b + t) (c + t, d + t) = _
  rw [hT t a b c d, ← mul_assoc, ← phase_add]
  congr 2; ring
```

## A square factor from the spectral theorem

The following statement concerns any positive semidefinite complex matrix of finite size. In the proof `U` holds the eigenvectors and `D` the square roots of the eigenvalues. The auxiliary equation `hD` says that $DD^\dagger$ is the diagonal matrix of eigenvalues, which is where their non-negativity is used. The closing calculation regroups $UDD^\dagger U^\dagger$ as $(UD)(UD)^\dagger$.

```lean
/-- Every positive semidefinite matrix has the form `L L†` with `L` square. -/
theorem exists_factor {n : Type*} [Fintype n] [DecidableEq n] {A : Matrix n n ℂ}
    (hA : A.PosSemidef) : ∃ L : Matrix n n ℂ, A = L * Lᴴ := by
  -- scale the eigenvectors by the square roots of the eigenvalues
  let U : Matrix n n ℂ := hA.isHermitian.eigenvectorUnitary
  let D : Matrix n n ℂ := diagonal fun i => ((√(hA.isHermitian.eigenvalues i) : ℝ) : ℂ)
  have hD : D * Dᴴ = diagonal fun i => ((hA.isHermitian.eigenvalues i : ℝ) : ℂ) := by
    simp only [D, diagonal_conjTranspose, diagonal_mul_diagonal]
    congr 1; funext i
    rw [Pi.star_apply, Complex.star_def, Complex.conj_ofReal, ← Complex.ofReal_mul,
      Real.mul_self_sqrt (hA.eigenvalues_nonneg i)]
  have h := hA.isHermitian.spectral_theorem
  rw [Unitary.conjStarAlgAut_apply] at h
  refine ⟨U * D, ?_⟩
  calc A = U * (diagonal fun i => ((hA.isHermitian.eigenvalues i : ℝ) : ℂ)) * Uᴴ := h
    _ = U * D * (U * D)ᴴ := by
      rw [← hD, conjTranspose_mul]; simp only [Matrix.mul_assoc]
```

## Selection rule and factorization together

The main theorem takes the two conditions as `hT` and `hV`. It states that there is a family `L`, with one $N\times N$ matrix for each transfer, such that every entry of $W$ is given by a single rule. If $k_2-k_1=k_4-k_3$, the entry is the $(k_1,k_3)$ element of $L_QL_Q^\dagger$ with $Q=k_2-k_1$; otherwise it is zero. For normalised Bloch orbitals the corresponding factor is $L_Q/N$. The theorem gives existence: it neither singles out one choice of $L_Q$ nor bounds the number of columns needed below $N$.

```lean
/-- For translation-invariant, positive semidefinite integrals the momentum-space pair matrix
is block diagonal in the transfer `Q = k₂ - k₁ = k₄ - k₃`, and each block is `L_Q L_Q†`. -/
theorem block_factorization {V : Matrix (ZMod N × ZMod N) (ZMod N × ZMod N) ℂ}
    (hT : TranslationInvariant V) (hV : V.PosSemidef) :
    ∃ L : ZMod N → Matrix (ZMod N) (ZMod N) ℂ, ∀ k₁ k₂ k₃ k₄,
      momentumPair V (k₁, k₂) (k₃, k₄) =
        if k₂ - k₁ = k₄ - k₃ then (L (k₂ - k₁) * (L (k₂ - k₁))ᴴ) k₁ k₃ else 0 := by
  have hW : (momentumPair V).PosSemidef := hV.conjTranspose_mul_mul_same (planePair N)
  -- each block is a principal submatrix, hence positive semidefinite
  have hB : ∀ Q : ZMod N, ∃ L : Matrix (ZMod N) (ZMod N) ℂ,
      (momentumPair V).submatrix (fun k => (k, k + Q)) (fun k => (k, k + Q)) = L * Lᴴ :=
    fun Q => exists_factor (hW.submatrix _)
  choose L hL using hB
  refine ⟨L, fun k₁ k₂ k₃ k₄ => ?_⟩
  split_ifs with h
  · have h4 : k₄ = k₃ + (k₂ - k₁) := by rw [h]; ring
    have h2 : k₁ + (k₂ - k₁) = k₂ := by ring
    rw [← hL, Matrix.submatrix_apply, h2, ← h4]
  · -- summing over all translations removes the entries between different blocks
    have hs : (N : ℂ) * momentumPair V (k₁, k₂) (k₃, k₄) = 0 := by
      calc (N : ℂ) * momentumPair V (k₁, k₂) (k₃, k₄)
          = ∑ _t : ZMod N, momentumPair V (k₁, k₂) (k₃, k₄) := by simp [ZMod.card]
        _ = ∑ t : ZMod N, phase (t * ((k₂ - k₁) - (k₄ - k₃)))
              * momentumPair V (k₁, k₂) (k₃, k₄) :=
            Finset.sum_congr rfl fun t _ => momentumPair_translate hT t k₁ k₂ k₃ k₄
        _ = 0 := by rw [← Finset.sum_mul, phase_sum, if_neg (sub_ne_zero.mpr h), zero_mul]
    exact (mul_eq_zero.mp hs).resolve_left (Nat.cast_ne_zero.mpr (NeZero.ne N))
```

In the proof, `hW` transfers positivity from $V$ to $F^\dagger VF$. The block $B_Q$ is the `submatrix` with rows and columns $(k,k+Q)$; Mathlib knows that such a submatrix inherits positivity, which replaces the argument with the padded vector $w$. The previous theorem factorizes each block, and `choose` collects the factors into the family `L`.

The case distinction then follows the condition in the statement. When the transfers agree, the $(k_1,k_3)$ element of $L_QL_Q^\dagger$ is replaced by the block entry $W(k_1,k_1+Q;k_3,k_3+Q)$, in which $k_1+Q$ and $k_3+Q$ are then rewritten as $k_2$ and $k_4$. When they differ, the calculation `hs` sums the translation identity over all $t$ and obtains $N\,W=0$; since $N\neq 0$, the entry vanishes.

## Constant blocks for density-density interactions

The last theorem treats the interaction $v(a-c)$, encoded by two nested conditions, $a=b$ and $c=d$. The function `v` may be any complex function on the ring, so positivity is not assumed here. The Fourier component is taken with the phase $e^{+2\pi iQr/N}$.

```lean
/-- For a density-density interaction `v(a - c)` all entries of the block with transfer `Q` are
equal to `N` times the Fourier component of `v` at `Q`. -/
theorem density_density_block (v : ZMod N → ℂ) (Q k k' : ZMod N) :
    momentumPair (Matrix.of fun x y : ZMod N × ZMod N =>
        if x.1 = x.2 then (if y.1 = y.2 then v (x.1 - y.1) else 0) else 0)
      (k, k + Q) (k', k' + Q) = N * ∑ r : ZMod N, phase (Q * r) * v r := by
  rw [momentumPair_apply, Fintype.sum_prod_type]
  -- only a = b and c = d contribute
  have h : ∀ a b : ZMod N, (∑ y : ZMod N × ZMod N,
      phase (-(k * a) + (k + Q) * b + k' * y.1 - (k' + Q) * y.2) *
        (if a = b then (if y.1 = y.2 then v (a - y.1) else 0) else 0))
      = if a = b then ∑ c : ZMod N, phase (Q * (a - c)) * v (a - c) else 0 := by
    intro a b
    split_ifs with hab
    · subst hab
      rw [Fintype.sum_prod_type]
      refine Finset.sum_congr rfl fun c _ => ?_
      simp only [mul_ite, mul_zero, Finset.sum_ite_eq, Finset.mem_univ, if_true]
      congr 2; ring
    · simp
  simp only [Matrix.of_apply, h, Finset.sum_ite_eq, Finset.mem_univ, if_true]
  rw [Finset.sum_comm]
  -- the remaining double sum depends on a - c only
  have hc : ∀ c : ZMod N, ∑ a : ZMod N, phase (Q * (a - c)) * v (a - c)
      = ∑ r : ZMod N, phase (Q * r) * v r :=
    fun c => Equiv.sum_comp (Equiv.subRight c) fun r => phase (Q * r) * v r
  rw [Finset.sum_congr rfl fun c _ => hc c, Finset.sum_const, Finset.card_univ, ZMod.card,
    nsmul_eq_mul]

end

end MomentumCholesky
```

The step `h` carries out the sum over the second pair, where the conditions leave only $a=b$ and $c=d$ and the exponent reduces to $Q(a-c)$. The step `hc` replaces $a$ by $r=a-c$ at fixed $c$. The remaining sum over $c$ has $N$ equal terms, which gives the prefactor.

```lean
#print axioms MomentumCholesky.phase_intCast
#print axioms MomentumCholesky.block_factorization
#print axioms MomentumCholesky.density_density_block
```

```
'MomentumCholesky.phase_intCast' depends on axioms: [propext, Classical.choice, Quot.sound]
'MomentumCholesky.block_factorization' depends on axioms: [propext, Classical.choice, Quot.sound]
'MomentumCholesky.density_density_block' depends on axioms: [propext, Classical.choice, Quot.sound]
```
